# Recovering $QX\psi$ from the commutator $[H,X]$ at a simple eigenvalue of a Hermitian matrix

Let $H$ be a Hermitian matrix of finite size, $E$ a simple eigenvalue of $H$, $\psi$ a unit eigenvector for $E$, and $Q = 1 - \psi\psi^*$ the projector onto the vectors orthogonal to $\psi$. For any square matrix $X$ of the same size, the problem

$$\langle\psi,u\rangle = 0, \qquad (H-E)\,u = Q\,[H,X]\,\psi, \qquad [H,X] = HX - XH,$$

has exactly one solution, $u = QX\psi$. Conversely, for any fixed $X$ the solution is unique only if $E$ is simple. The equation contains $X$ only through its commutator with $H$, so the part of $X\psi$ orthogonal to $\psi$ is obtained from $[H,X]\psi$ by one linear solve. With $X$ a position operator, this is the finite-matrix, single-state form of the step by which electric-field response calculations trade the position for the velocity.

The Sternheimer equation of perturbation theory reads $(H-E)\psi^{(1)} = -QH^{(1)}\psi$, where $H^{(1)}$ is the first-order change of the Hamiltonian and $\psi^{(1)}$ that of the state. The equation above has this form with $H^{(1)} = -[H,X]$, though only formally: for Hermitian $X$ this matrix is anti-Hermitian and is not a physical change of the Hamiltonian. It is treated here as a linear system, and no derivative with respect to a parameter is taken.

## States, operators and the equation

States are complex vectors with components $v_i$, where $i$ runs over a finite index type `n` that labels an orthonormal basis. Operators are matrices of type `Matrix n n ℂ`, and `A *ᵥ v` is the product $Av$. The inner product $\langle\phi,v\rangle = \sum_i \overline{\phi_i}\,v_i$, antilinear in the first argument, is written `star φ ⬝ᵥ v`.

In Lean 4 with Mathlib:

```lean
import Mathlib

open Matrix

namespace PositionFromCommutator

noncomputable section

variable {n : Type*} [Fintype n] [DecidableEq n]
```

The matrix $\psi\psi^*$ has entries $\psi_i\overline{\psi_j}$ and is written `vecMulVec ψ (star ψ)`. The definition of $Q$ accepts any vector $\psi$, and it is an orthogonal projector when $\langle\psi,\psi\rangle = 1$.

```lean
/-- The operator `Q = 1 - ψ ψ*`. -/
def complProj (ψ : n → ℂ) : Matrix n n ℂ := 1 - vecMulVec ψ (star ψ)
```

The commutator is taken in the order $HX - XH$, which fixes the sign of the right-hand side.

```lean
/-- The commutator `[H, X] = H X - X H`. -/
def comm (H X : Matrix n n ℂ) : Matrix n n ℂ := H * X - X * H
```

The expectation value $\langle A\rangle = \langle\psi,A\psi\rangle$ of a matrix $A$ is not divided by the norm of $\psi$. It enters only a theorem in which $\psi$ is normalised.

```lean
/-- The expectation value `⟨ψ, A ψ⟩`. -/
def expval (ψ : n → ℂ) (A : Matrix n n ℂ) : ℂ := star ψ ⬝ᵥ (A *ᵥ ψ)
```

A stationary state is described by three conditions. The field `herm` says $H^* = H$, the field `unit` says $\langle\psi,\psi\rangle = 1$, and `eigen` says $H\psi = E\psi$. The energy has type `ℝ` from the start, and `(E : ℂ)` is the same number regarded as complex. Nothing requires $E$ to be the lowest eigenvalue.

```lean
/-- `H` is Hermitian and `ψ` is a unit eigenvector of `H` with real eigenvalue `E`. -/
structure Eigenpair (H : Matrix n n ℂ) (E : ℝ) (ψ : n → ℂ) : Prop where
  herm : H.IsHermitian
  unit : star ψ ⬝ᵥ ψ = 1
  eigen : H *ᵥ ψ = (E : ℂ) • ψ
```

Simplicity is the statement that the level is non-degenerate: every $v$ with $Hv = Ev$ equals $c\psi$ for some complex $c$. It is assumed of the Hamiltonian and not derived from any property of it. No lower bound is placed on the distance to the other levels.

```lean
/-- Every solution of `H v = E v` is a multiple of `ψ`. -/
def IsSimple (H : Matrix n n ℂ) (E : ℝ) (ψ : n → ℂ) : Prop :=
  ∀ v : n → ℂ, H *ᵥ v = (E : ℂ) • v → ∃ c : ℂ, v = c • ψ
```

A solution is a vector $u$ with both properties. The condition `orth` removes the freedom of adding multiples of $\psi$, on which $H - E$ vanishes, and `eqn` is the linear equation with $(H-E)u$ written as $Hu - Eu$. The matrix $X$ is arbitrary and need not be Hermitian.

```lean
/-- `u` is orthogonal to `ψ` and solves the linear equation `(H - E) u = Q [H, X] ψ`. -/
structure Solves (H : Matrix n n ℂ) (E : ℝ) (ψ : n → ℂ) (X : Matrix n n ℂ) (u : n → ℂ) :
    Prop where
  orth : star ψ ⬝ᵥ u = 0
  eqn : H *ᵥ u - (E : ℂ) • u = complProj ψ *ᵥ (comm H X *ᵥ ψ)
```

With a single basis state, $Q = 0$ and the solution is $u = 0$. With no basis states there is no unit vector and `Eigenpair` is never satisfied.

## The projector and the left eigenvector

Component $i$ of $\psi\psi^* v$ is $\sum_j \psi_i\overline{\psi_j}v_j = \big(\sum_j\overline{\psi_j}v_j\big)\psi_i$, so

$$Qv = v - \langle\psi,v\rangle\,\psi .$$

The proof passes to component `i`, writes both sides as sums over `j`, and compares them term by term with `ring`.

```lean
/-- `Q` acts by `Q v = v - ⟨ψ, v⟩ ψ`. -/
theorem complProj_mulVec (ψ v : n → ℂ) :
    complProj ψ *ᵥ v = v - (star ψ ⬝ᵥ v) • ψ := by
  rw [complProj, Matrix.sub_mulVec, Matrix.one_mulVec]
  congr 1
  ext i
  simp only [Matrix.mulVec, dotProduct, vecMulVec_apply, Pi.smul_apply, smul_eq_mul,
    Finset.sum_mul]
  exact Finset.sum_congr rfl fun j _ => by ring
```

Taking the adjoint of $H\psi = E\psi$ gives $\psi^* H^* = \overline{E}\,\psi^*$. Since $H^* = H$ and $E$ is real, $\psi^* H = E\psi^*$, and multiplying by any vector $v$ from the right gives

$$\langle\psi,Hv\rangle = E\,\langle\psi,v\rangle .$$

In the proof, `hl` is the row-vector equation $\psi^*H = E\psi^*$, and `Matrix.dotProduct_mulVec` moves $H$ from $v$ onto $\psi^*$. Normalisation plays no part.

```lean
omit [DecidableEq n] in
/-- For Hermitian `H` with `H ψ = E ψ` and real `E`, `⟨ψ, H v⟩ = E ⟨ψ, v⟩` for every `v`. -/
theorem left_eigen {H : Matrix n n ℂ} {E : ℝ} {ψ : n → ℂ} (hH : H.IsHermitian)
    (hψ : H *ᵥ ψ = (E : ℂ) • ψ) (v : n → ℂ) :
    star ψ ⬝ᵥ (H *ᵥ v) = (E : ℂ) * (star ψ ⬝ᵥ v) := by
  -- take the adjoint of the eigenvalue equation
  have hl : star ψ ᵥ* H = (E : ℂ) • star ψ := by
    have h := Matrix.star_mulVec H ψ
    rw [hH.eq, hψ] at h
    rw [← h]
    ext i
    simp
  rw [Matrix.dotProduct_mulVec, hl, smul_dotProduct, smul_eq_mul]
```

## The commutator on an eigenvector

Acting on $\psi$, the second term of the commutator becomes $XH\psi = X(E\psi) = E\,X\psi$, so that

$$[H,X]\,\psi = HX\psi - E\,X\psi = (H-E)\,X\psi .$$

Only the eigenvalue equation is used. The rewriting chain splits the matrix products into successive actions, inserts `hψ`, and pulls the scalar $E$ out of $X$. This identity already shows that $X\psi$ solves the equation without the projector.

```lean
omit [DecidableEq n] in
/-- If `H ψ = E ψ` then `[H, X] ψ = (H - E) X ψ`. -/
theorem comm_mulVec {H : Matrix n n ℂ} {E : ℝ} {ψ : n → ℂ}
    (hψ : H *ᵥ ψ = (E : ℂ) • ψ) (X : Matrix n n ℂ) :
    comm H X *ᵥ ψ = H *ᵥ (X *ᵥ ψ) - (E : ℂ) • (X *ᵥ ψ) := by
  rw [comm, Matrix.sub_mulVec, ← Matrix.mulVec_mulVec, ← Matrix.mulVec_mulVec, hψ,
    Matrix.mulVec_smul]
```

Let $\phi$ be a second vector with $H\phi = E'\phi$ and $E'$ real. Taking the inner product of the last identity with $\phi$, and letting $H$ act to the left by `left_eigen`, gives

$$\langle\phi,[H,X]\psi\rangle = \langle\phi,HX\psi\rangle - E\langle\phi,X\psi\rangle = (E'-E)\,\langle\phi,X\psi\rangle .$$

Neither vector is assumed normalised. Both sides scale in the same way with $\phi$ and $\psi$, and for unit vectors they are the usual matrix elements. The choice $\phi = \psi$, $E' = E$ gives $\langle\psi,[H,X]\psi\rangle = 0$.

```lean
omit [DecidableEq n] in
/-- For Hermitian `H` with `H φ = E' φ` and `H ψ = E ψ`,
`⟨φ, [H, X] ψ⟩ = (E' - E) ⟨φ, X ψ⟩`. -/
theorem comm_matrix_element {H : Matrix n n ℂ} {E E' : ℝ} {ψ φ : n → ℂ}
    (hH : H.IsHermitian) (hφ : H *ᵥ φ = (E' : ℂ) • φ) (hψ : H *ᵥ ψ = (E : ℂ) • ψ)
    (X : Matrix n n ℂ) :
    star φ ⬝ᵥ (comm H X *ᵥ ψ) = ((E' : ℂ) - (E : ℂ)) * (star φ ⬝ᵥ (X *ᵥ ψ)) := by
  rw [comm_mulVec hψ, dotProduct_sub, dotProduct_smul, left_eigen hH hφ, smul_eq_mul]
  ring
```

For $E' \ne E$ one divides by the energy difference:

$$\langle\phi,X\psi\rangle = \frac{\langle\phi,[H,X]\psi\rangle}{E'-E}.$$

This is the matrix form of the relation between length and velocity matrix elements of a transition. The step `hne` carries the inequality of real energies over to the complex numbers, and `eq_div_iff` clears the denominator. For $E' = E$ the commutator element is zero and holds no information on $\langle\phi,X\psi\rangle$, which is where simplicity will enter.

```lean
omit [DecidableEq n] in
/-- For Hermitian `H` with `H φ = E' φ`, `H ψ = E ψ` and `E' ≠ E`,
`⟨φ, X ψ⟩ = ⟨φ, [H, X] ψ⟩ / (E' - E)`. -/
theorem matrix_element_from_comm {H : Matrix n n ℂ} {E E' : ℝ} {ψ φ : n → ℂ}
    (hH : H.IsHermitian) (hφ : H *ᵥ φ = (E' : ℂ) • φ) (hψ : H *ᵥ ψ = (E : ℂ) • ψ)
    (hE : E' ≠ E) (X : Matrix n n ℂ) :
    star φ ⬝ᵥ (X *ᵥ ψ) = (star φ ⬝ᵥ (comm H X *ᵥ ψ)) / ((E' : ℂ) - (E : ℂ)) := by
  have hne : (E' : ℂ) - (E : ℂ) ≠ 0 := sub_ne_zero.mpr (by exact_mod_cast hE)
  rw [comm_matrix_element hH hφ hψ, eq_div_iff hne]
  ring
```

## Existence of the solution

Put $a = \langle\psi,X\psi\rangle$ and $u_0 = QX\psi = X\psi - a\psi$. Orthogonality follows from normalisation:

$$\langle\psi,u_0\rangle = a - a\,\langle\psi,\psi\rangle = 0 .$$

On the left of the equation, $(H-E)\psi = 0$ removes the second term, so $(H-E)u_0 = (H-E)X\psi$. On the right,

$$Q[H,X]\psi = [H,X]\psi - \langle\psi,[H,X]\psi\rangle\,\psi = (H-E)X\psi - (E-E)\,a\,\psi = (H-E)X\psi .$$

The two sides agree. The projector on the right-hand side thus acts trivially on $[H,X]\psi$ when $\psi$ is an exact eigenvector. The theorem `solves_complProj` takes an `Eigenpair` and no simplicity hypothesis, so $QX\psi$ is a solution for degenerate levels as well. Its two bullets are the two computations. In the second, `comm_matrix_element h.herm h.eigen h.eigen` produces the factor $E - E$, and `module` collects the multiples of $HX\psi$, $X\psi$ and $\psi$.

```lean
/-- For a unit eigenvector `ψ` of a Hermitian `H`, the vector `Q X ψ` is orthogonal to `ψ`
and solves `(H - E) u = Q [H, X] ψ`. -/
theorem solves_complProj {H : Matrix n n ℂ} {E : ℝ} {ψ : n → ℂ} (h : Eigenpair H E ψ)
    (X : Matrix n n ℂ) : Solves H E ψ X (complProj ψ *ᵥ (X *ᵥ ψ)) := by
  refine ⟨?_, ?_⟩
  · rw [complProj_mulVec, dotProduct_sub, dotProduct_smul, h.unit]
    simp
  · -- the commutator has vanishing expectation value and `(H - E) ψ = 0`
    simp only [complProj_mulVec]
    rw [comm_matrix_element h.herm h.eigen h.eigen, comm_mulVec h.eigen,
      Matrix.mulVec_sub, Matrix.mulVec_smul, h.eigen]
    module
```

## Uniqueness at a simple eigenvalue

Let $u$ be any solution and $d = u - u_0$. Both vectors satisfy the equation with the same right-hand side, so $Hu - Eu = Hu_0 - Eu_0$, that is $Hd = Ed$. Simplicity gives $d = c\psi$ for some $c$. Both vectors are orthogonal to $\psi$, hence

$$0 = \langle\psi,d\rangle = c\,\langle\psi,\psi\rangle = c ,$$

and $u = u_0$.

The theorem `solves_iff` reads: for a unit eigenvector $\psi$ of a Hermitian $H$ with simple eigenvalue $E$, for every matrix $X$ and every vector $u$, the vector $u$ is orthogonal to $\psi$ and satisfies the equation if and only if $u = QX\psi$. In the proof, `hd` equates the two left-hand sides, `linear_combination (norm := module) hd` rearranges it into $Hd = Ed$, `h1` is $\langle\psi,d\rangle = 0$, and `hc0` is $c = 0$. The reverse direction is the existence result.

```lean
/-- For Hermitian `H` with simple eigenvalue `E` and unit eigenvector `ψ`, and any `X`:
`u` is orthogonal to `ψ` and solves `(H - E) u = Q [H, X] ψ` if and only if `u = Q X ψ`. -/
theorem solves_iff {H : Matrix n n ℂ} {E : ℝ} {ψ : n → ℂ} (h : Eigenpair H E ψ)
    (hs : IsSimple H E ψ) (X : Matrix n n ℂ) (u : n → ℂ) :
    Solves H E ψ X u ↔ u = complProj ψ *ᵥ (X *ᵥ ψ) := by
  have h0 := solves_complProj h X
  constructor
  · intro hu
    -- the difference of two solutions lies in the eigenspace of `E`
    obtain ⟨c, hc⟩ := hs (u - complProj ψ *ᵥ (X *ᵥ ψ)) (by
      have hd := hu.eqn.trans h0.eqn.symm
      rw [Matrix.mulVec_sub, smul_sub]
      linear_combination (norm := module) hd)
    -- and is orthogonal to `ψ`
    have h1 : star ψ ⬝ᵥ (u - complProj ψ *ᵥ (X *ᵥ ψ)) = 0 := by
      rw [dotProduct_sub, hu.orth, h0.orth, sub_zero]
    rw [hc, dotProduct_smul, h.unit] at h1
    have hc0 : c = 0 := by simpa using h1
    rw [hc0, zero_smul] at hc
    exact sub_eq_zero.mp hc
  · intro hu
    rw [hu]
    exact h0
```

## Degeneracy destroys uniqueness

Fix $X$ and suppose that every solution equals $u_0$. Take any $v$ with $Hv = Ev$ and put $b = \langle\psi,v\rangle$. The vector $Qv = v - b\psi$ satisfies $\langle\psi,Qv\rangle = b - b = 0$ and

$$(H-E)\,Qv = (H-E)v - b\,(H-E)\psi = 0 .$$

Therefore $u_0 + Qv$ is again a solution. By the supposition $u_0 + Qv = u_0$, so $Qv = 0$ and $v = b\psi$, which is simplicity. The theorem `unique_iff_simple` states the equivalence for each $X$ separately, so no choice of $X$ restores uniqueness at a degenerate level. The term `hw` is the second solution, `hq` is $Qv = 0$ obtained by cancelling $u_0$, and the opposite implication is read off from `solves_iff`.

```lean
/-- For a unit eigenvector `ψ` of a Hermitian `H` and any fixed `X`: every solution orthogonal
to `ψ` of `(H - E) u = Q [H, X] ψ` equals `Q X ψ` if and only if `E` is simple. -/
theorem unique_iff_simple {H : Matrix n n ℂ} {E : ℝ} {ψ : n → ℂ} (h : Eigenpair H E ψ)
    (X : Matrix n n ℂ) :
    (∀ u, Solves H E ψ X u → u = complProj ψ *ᵥ (X *ᵥ ψ)) ↔ IsSimple H E ψ := by
  constructor
  · intro huniq v hv
    have h0 := solves_complProj h X
    -- adding `Q v` for an eigenvector `v` gives another solution
    have hw : Solves H E ψ X (complProj ψ *ᵥ (X *ᵥ ψ) + complProj ψ *ᵥ v) := by
      refine ⟨?_, ?_⟩
      · rw [dotProduct_add, h0.orth, complProj_mulVec ψ v, dotProduct_sub, dotProduct_smul,
          h.unit]
        simp
      · rw [← h0.eqn, complProj_mulVec ψ v, Matrix.mulVec_add, Matrix.mulVec_sub,
          Matrix.mulVec_smul, hv, h.eigen]
        module
    have hq : complProj ψ *ᵥ v = 0 :=
      add_left_cancel ((huniq _ hw).trans (add_zero _).symm)
    rw [complProj_mulVec] at hq
    exact ⟨_, sub_eq_zero.mp hq⟩
  · intro hs u hu
    exact (solves_iff h hs X u).mp hu
```

## Covariances from the solution

For any matrix $Y$, inserting $u = X\psi - \langle X\rangle\psi$ gives

$$\langle\psi,Yu\rangle = \langle\psi,YX\psi\rangle - \langle X\rangle\,\langle\psi,Y\psi\rangle = \langle YX\rangle - \langle Y\rangle\langle X\rangle .$$

The order of the product is $YX$, and for non-commuting matrices the value is in general complex. For $Y = X$ Hermitian it is the variance of $X$ in the state $\psi$, which for a position operator measures the spread of the orbital. The proof replaces $u$ through `solves_iff`, expands $Q$, and merges $Y(X\psi)$ into $(YX)\psi$ with `Matrix.mulVec_mulVec`.

```lean
/-- For a simple eigenvalue, if `u` is orthogonal to `ψ` and solves `(H - E) u = Q [H, X] ψ`,
then `⟨ψ, Y u⟩ = ⟨Y X⟩ - ⟨Y⟩ ⟨X⟩` for every `Y`, with expectation values in `ψ`. -/
theorem covariance_from_solution {H : Matrix n n ℂ} {E : ℝ} {ψ : n → ℂ}
    (h : Eigenpair H E ψ) (hs : IsSimple H E ψ) (X Y : Matrix n n ℂ) {u : n → ℂ}
    (hu : Solves H E ψ X u) :
    star ψ ⬝ᵥ (Y *ᵥ u) = expval ψ (Y * X) - expval ψ Y * expval ψ X := by
  unfold expval
  rw [(solves_iff h hs X u).mp hu, complProj_mulVec, Matrix.mulVec_sub, Matrix.mulVec_smul,
    dotProduct_sub, dotProduct_smul, Matrix.mulVec_mulVec, smul_eq_mul]
  ring
```

## A two-level system

Let the basis states carry the indices $0$ and $1$, as in `Fin 2`, and take $H = \mathrm{diag}(0,1)$, $E = 0$, $\psi = (1,0)$ and $X = \sigma_x$, the matrix with zeros on the diagonal and ones off it. If $Hv = 0$, then component $1$ gives $v_1 = 0$, so $v = v_0\psi$ and the level is simple. The commutator is

$$[H,\sigma_x] = \begin{pmatrix}0&0\\1&0\end{pmatrix} - \begin{pmatrix}0&1\\0&0\end{pmatrix} = \begin{pmatrix}0&-1\\1&0\end{pmatrix},$$

so $Q[H,\sigma_x]\psi = (0,1)$, and $u = (0,1)$ satisfies $Hu = (0,1)$ and $\langle\psi,u\rangle = 0$. The example meets all assumptions of the main theorem with a nonzero solution. The proof establishes `he` and `hs` entry by entry and then, instead of multiplying out the commutator, verifies $u = Q\sigma_x\psi$ and applies `solves_iff` from right to left.

```lean
/-- For `H = diag(0, 1)` the vector `ψ = (1, 0)` is a unit eigenvector with simple eigenvalue
`0`, and for `X = σₓ` the vector `u = (0, 1)` is orthogonal to `ψ` and solves the equation. -/
theorem solves_witness :
    Eigenpair (!![0, 0; 0, 1] : Matrix (Fin 2) (Fin 2) ℂ) 0 ![1, 0] ∧
    IsSimple (!![0, 0; 0, 1] : Matrix (Fin 2) (Fin 2) ℂ) 0 ![1, 0] ∧
    Solves (!![0, 0; 0, 1] : Matrix (Fin 2) (Fin 2) ℂ) 0 ![1, 0] !![0, 1; 1, 0] ![0, 1] := by
  have he : Eigenpair (!![0, 0; 0, 1] : Matrix (Fin 2) (Fin 2) ℂ) 0 ![1, 0] := by
    refine ⟨Matrix.IsHermitian.ext ?_, ?_, ?_⟩
    · intro i j
      fin_cases i <;> fin_cases j <;> simp
    · simp [dotProduct, Fin.sum_univ_two]
    · ext i
      fin_cases i <;> simp [Matrix.mulVec, dotProduct, Fin.sum_univ_two]
  have hs : IsSimple (!![0, 0; 0, 1] : Matrix (Fin 2) (Fin 2) ℂ) 0 ![1, 0] := by
    intro v hv
    have h1 : v 1 = 0 := by
      simpa [Matrix.mulVec, dotProduct, Fin.sum_univ_two, Matrix.vecHead, Matrix.vecTail]
        using congrFun hv 1
    refine ⟨v 0, ?_⟩
    ext i
    fin_cases i <;> simp [h1]
  refine ⟨he, hs, (solves_iff he hs _ _).mpr ?_⟩
  rw [complProj_mulVec]
  ext i
  fin_cases i <;> simp [Matrix.mulVec, dotProduct, Fin.sum_univ_two]

end

end PositionFromCommutator
```

```lean
#print axioms PositionFromCommutator.matrix_element_from_comm
#print axioms PositionFromCommutator.unique_iff_simple
#print axioms PositionFromCommutator.covariance_from_solution
```

```
'PositionFromCommutator.matrix_element_from_comm' depends on axioms: [propext, Classical.choice, Quot.sound]
'PositionFromCommutator.unique_iff_simple' depends on axioms: [propext, Classical.choice, Quot.sound]
'PositionFromCommutator.covariance_from_solution' depends on axioms: [propext, Classical.choice, Quot.sound]
```

## The linear solve in electronic-structure calculations

The observations from here on are ordinary reasoning around the theorems and carry no machine verification. For a particle of mass $m$ with momentum component $p$ along the coordinate $x$ in a local potential, $[H,x] = -i\hbar\,p/m$, and a nonlocal potential adds its own commutator with $x$. Under periodic boundary conditions multiplication by $x$ does not map periodic functions to periodic functions, while the commutator does. Response calculations for insulating crystals can therefore form the vector $Q[H,x]\psi$ and take the solution of the linear equation in place of $Qx\psi$; there $Q$ projects onto the unoccupied states, as described in the last section, rather than being $1 - \psi\psi^*$. The origin of coordinates drops out, since replacing $X$ by $X + s$ with a number $s$ changes neither $[H,X]$ nor $QX\psi$.

The matrix $H - E$ is singular. Two common ways of handling this are to project with $Q$ at every iteration and to work with $H - E + \alpha\,\psi\psi^*$ for a real $\alpha \neq 0$. At a simple eigenvalue this shifted matrix is invertible, and multiplying the shifted equation by $\psi^*$ gives $\alpha\langle\psi,u\rangle = 0$, so its solution is the same $u$. An iterative method needs only the action of $H$ on vectors and no sum over the other eigenstates.

The theorems describe the case in which $X$ exists as a matrix on the same finite space as $H$, such as a diagonal matrix of site coordinates in a finite tight-binding model. They do not cover unbounded operators, the periodic case in which no such $X$ exists, non-orthogonal bases with an overlap matrix, or approximate eigenvectors. In a truncated basis the matrix of $-i\hbar\,p/m$ generally differs from the commutator of the truncated matrices of $H$ and $x$, and only the latter appears in `comm`.

## A projector onto a larger subspace

The projector here removes the single vector $\psi$. A different statement takes $P$ to be the orthogonal projector onto the whole eigenspace of $E$, sets $Q = 1 - P$, and demands $Qu = u$ in place of $\langle\psi,u\rangle = 0$. This $Q$ commutes with $H$, so $QX\psi$ still solves the equation. The difference of two solutions lies in the eigenspace and is orthogonal to it, so uniqueness holds with no simplicity assumption, and the equivalence in `unique_iff_simple` disappears. The solution then omits the components of $X\psi$ along the degenerate partners of $\psi$, which $[H,X]\psi = (H-E)X\psi$ does not determine in any case. Independent-electron calculations go a step further and let $P$ project onto all occupied orbitals, where uniqueness needs $E$ to differ from every unoccupied level. Writing $u$ with a matrix inverse of $H - E$ would not work as a formal statement, because Mathlib assigns the zero matrix as inverse to a singular matrix.
